# For a positive target on a finite product space, the marginals give the positive product proposal of least relative entropy, averaged over the target

When I fit an independent proposal \(q(x)r(y)\) to a correlated target \(p(x,y)\), a formula for the optimum would give me a direct check on my optimizer's answer. It would also settle whether the correlations in \(p\) should pull the factors away from its marginals. When the fit is judged by the average of \(\log(p/(qr))\) over \(p\), I believe they should not: the relative entropy \(\sum p\log(p/(qr))\) should be smallest exactly when \(q\) and \(r\) are the two marginals of \(p\). Can this be made rigorous, and checked by machine?

## The excess over the marginals is itself a relative entropy

Yes, for strictly positive probabilities on finite sets. Write \(D(p\|q)=\sum_\omega p(\omega)\log(p(\omega)/q(\omega))\), with the natural logarithm, and let
\[
m_X(x)=\sum_y p(x,y),\qquad m_Y(y)=\sum_x p(x,y).
\]
These are sums of positive terms with total one, so they are admissible factors.

First, \(D\ge 0\) for any two positive distributions \(p\) and \(q\) on the same finite set; in this step \(q\) is not yet one of the factors. For \(t>0\) we have \(\log t\le t-1\), strictly unless \(t=1\). Taking \(t=q(\omega)/p(\omega)\) gives
\[
p(\omega)\log\frac{p(\omega)}{q(\omega)}\ \ge\ p(\omega)-q(\omega).
\]
The right side sums to \(1-1=0\), so \(D(p\|q)\ge0\), with equality only if \(q=p\).

Next, split the logarithm:
\[
\log\frac{p(x,y)}{q(x)r(y)}=\log\frac{p(x,y)}{m_X(x)m_Y(y)}+\log\frac{m_X(x)}{q(x)}+\log\frac{m_Y(y)}{r(y)}.
\]
Multiply by \(p(x,y)\) and sum. The second term depends only on \(x\), so summing over \(y\) first turns \(p\) into \(m_X\); the third works likewise. Hence
\[
D(p\|qr)=D(p\|m_Xm_Y)+D(m_X\|q)+D(m_Y\|r).
\]
The first term on the right does not depend on \(q\) or \(r\). The other two are nonnegative and vanish together exactly at \(q=m_X\), \(r=m_Y\).

For a numerical instance, take two binary variables with \(p(0,0)=\tfrac12\) and the other three weights \(\tfrac16\). Both marginals are \((\tfrac23,\tfrac13)\), and
\[
D(p\|m_Xm_Y)=\tfrac12\log\tfrac98+\tfrac13\log\tfrac34+\tfrac16\log\tfrac32\approx0.0306.
\]
Uniform factors give \(\tfrac12\log\tfrac43\approx0.1438\). The excess, \(0.1133\), is twice \(D\big((\tfrac23,\tfrac13)\|(\tfrac12,\tfrac12)\big)\approx0.0566\), as the identity requires.

Here is the Lean file, which also treats any finite number of coordinates.

```lean
import Mathlib

open Finset

namespace CrossEntropyProductProposal

noncomputable section

/-- A strictly positive probability distribution on a finite set. -/
structure IsPosProb {Ω : Type*} [Fintype Ω] (p : Ω → ℝ) : Prop where
  pos : ∀ ω, 0 < p ω
  sum_one : ∑ ω, p ω = 1

/-- The relative entropy `∑ p log (p / q)` of a target `p` with respect to a proposal `q`. -/
def relEntropy {Ω : Type*} [Fintype Ω] (p q : Ω → ℝ) : ℝ :=
  ∑ ω, p ω * Real.log (p ω / q ω)

/-- The distribution of the observable `c` when the configuration is drawn from `p`. -/
def marginal {Ω A : Type*} [Fintype Ω] [DecidableEq A] (c : Ω → A) (p : Ω → ℝ) (a : A) : ℝ :=
  ∑ ω, if c ω = a then p ω else 0

/-- A strictly positive probability distribution lives on a nonempty set. -/
theorem IsPosProb.nonempty {Ω : Type*} [Fintype Ω] {p : Ω → ℝ} (hp : IsPosProb p) :
    Nonempty Ω := by
  rcases isEmpty_or_nonempty Ω with h | h
  · have h1 := hp.sum_one
    simp at h1
  · exact h

/-- Gibbs' inequality for strictly positive probability distributions on a finite set: relative
entropy is nonnegative, and it vanishes exactly when the two distributions coincide. -/
theorem gibbs_inequality {Ω : Type*} [Fintype Ω] {p q : Ω → ℝ}
    (hp : IsPosProb p) (hq : IsPosProb q) :
    0 ≤ relEntropy p q ∧ (relEntropy p q = 0 ↔ q = p) := by
  -- the pointwise bound, strict away from equality
  have key : ∀ ω, p ω ≠ q ω → p ω - q ω < p ω * Real.log (p ω / q ω) := by
    intro ω hne
    have ha := hp.pos ω
    have hb := hq.pos ω
    have h1 : q ω / p ω ≠ 1 := by
      intro h
      rw [div_eq_iff ha.ne', one_mul] at h
      exact hne h.symm
    have h := mul_lt_mul_of_pos_left (Real.log_lt_sub_one_of_pos (div_pos hb ha) h1) ha
    have e : Real.log (p ω / q ω) = -Real.log (q ω / p ω) := by
      rw [← Real.log_inv, inv_div]
    have k : p ω * (q ω / p ω - 1) = q ω - p ω := by
      rw [mul_sub, mul_div_cancel₀ _ ha.ne', mul_one]
    rw [e, mul_neg]
    linarith
  have self : ∀ ω, p ω = q ω → p ω * Real.log (p ω / q ω) = 0 := by
    intro ω h
    rw [← h, div_self (hp.pos ω).ne', Real.log_one, mul_zero]
  by_cases hpq : q = p
  · have h0 : relEntropy p q = 0 :=
      Finset.sum_eq_zero fun ω _ => self ω (congrFun hpq ω).symm
    exact ⟨h0.ge, fun _ => hpq, fun _ => h0⟩
  · obtain ⟨ω₀, h₀⟩ := Function.ne_iff.mp hpq
    have hlt : ∑ ω, (p ω - q ω) < relEntropy p q := by
      refine Finset.sum_lt_sum (fun ω _ => ?_) ⟨ω₀, Finset.mem_univ _, key ω₀ h₀.symm⟩
      by_cases h : p ω = q ω
      · rw [self ω h, h, sub_self]
      · exact (key ω h).le
    rw [Finset.sum_sub_distrib, hp.sum_one, hq.sum_one, sub_self] at hlt
    exact ⟨hlt.le, fun h => absurd h hlt.ne', fun h => absurd h hpq⟩

/-- The average of a function of an observable can be computed from the marginal alone. -/
theorem sum_marginal_mul {Ω A : Type*} [Fintype Ω] [Fintype A] [DecidableEq A]
    (c : Ω → A) (p : Ω → ℝ) (f : A → ℝ) :
    ∑ a, marginal c p a * f a = ∑ ω, p ω * f (c ω) := by
  simp only [marginal, Finset.sum_mul]
  rw [Finset.sum_comm]
  refine Finset.sum_congr rfl fun ω _ => ?_
  simp [ite_mul]

/-- If an observable takes every value, its marginal under a positive probability is again a
positive probability. -/
theorem marginal_isPosProb {Ω A : Type*} [Fintype Ω] [Fintype A] [DecidableEq A]
    {c : Ω → A} (hc : Function.Surjective c) {p : Ω → ℝ} (hp : IsPosProb p) :
    IsPosProb (marginal c p) := by
  constructor
  · intro a
    obtain ⟨ω, hω⟩ := hc a
    unfold marginal
    refine Finset.sum_pos' (fun ω' _ => ?_) ⟨ω, Finset.mem_univ _, ?_⟩
    · split_ifs
      exacts [(hp.pos _).le, le_rfl]
    · rw [if_pos hω]
      exact hp.pos ω
  · have h := sum_marginal_mul c p (fun _ => 1)
    simpa [hp.sum_one] using h

section ManyCoordinates

variable {ι : Type*} [Fintype ι] [DecidableEq ι] {X : ι → Type*}
  [∀ i, Fintype (X i)] [∀ i, DecidableEq (X i)]

/-- The proposal that draws each coordinate `i` independently from `q i`. -/
def productProposal (q : ∀ i, X i → ℝ) (x : ∀ i, X i) : ℝ := ∏ i, q i (x i)

/-- The marginal of `p` on coordinate `i`. -/
def siteMarginal (p : (∀ i, X i) → ℝ) (i : ι) : X i → ℝ := marginal (fun x => x i) p

/-- Each coordinate marginal of a positive probability is a positive probability. -/
theorem siteMarginal_isPosProb {p : (∀ i, X i) → ℝ} (hp : IsPosProb p) (i : ι) :
    IsPosProb (siteMarginal p i) := by
  obtain ⟨x₀⟩ := hp.nonempty
  exact marginal_isPosProb (fun a => ⟨Function.update x₀ i a, by simp⟩) hp

/-- Pythagorean identity for a positive target and positive factors: the relative entropy to a
product proposal is that to the product of marginals plus the relative entropies of the marginals to
the factors. -/
theorem relEntropy_productProposal {p : (∀ i, X i) → ℝ} (hp : IsPosProb p)
    {q : ∀ i, X i → ℝ} (hq : ∀ i, IsPosProb (q i)) :
    relEntropy p (productProposal q) = relEntropy p (productProposal (siteMarginal p))
      + ∑ i, relEntropy (siteMarginal p i) (q i) := by
  have hm := siteMarginal_isPosProb hp
  have h : ∀ i, relEntropy (siteMarginal p i) (q i)
      = ∑ x, p x * Real.log (siteMarginal p i (x i) / q i (x i)) := fun i =>
    sum_marginal_mul (fun x => x i) p (fun a => Real.log (siteMarginal p i a / q i a))
  -- the log ratio of `p` to a product proposal is `log p` minus a sum over coordinates
  have L : ∀ r : ∀ i, X i → ℝ, (∀ i, IsPosProb (r i)) → ∀ x,
      Real.log (p x / productProposal r x) = Real.log (p x) - ∑ i, Real.log (r i (x i)) := by
    intro r hr x
    unfold productProposal
    rw [Real.log_div (hp.pos x).ne' (Finset.prod_pos fun i _ => (hr i).pos _).ne',
      Real.log_prod]
    exact fun i _ => ((hr i).pos _).ne'
  rw [Finset.sum_congr rfl fun i _ => h i, Finset.sum_comm]
  unfold relEntropy
  rw [← Finset.sum_add_distrib]
  refine Finset.sum_congr rfl fun x _ => ?_
  have e : ∑ i, p x * Real.log (siteMarginal p i (x i) / q i (x i))
      = p x * (∑ i, Real.log (siteMarginal p i (x i)) - ∑ i, Real.log (q i (x i))) := by
    rw [← Finset.sum_sub_distrib, Finset.mul_sum]
    refine Finset.sum_congr rfl fun i _ => ?_
    rw [Real.log_div ((hm i).pos _).ne' ((hq i).pos _).ne']
  rw [e, L q hq, L _ hm]
  ring

/-- Among positive product proposals in any finite number of coordinates, the relative entropy
from `p` is minimized exactly when every factor is the corresponding marginal of `p`. -/
theorem productProposal_optimal_iff {p : (∀ i, X i) → ℝ} (hp : IsPosProb p)
    {q : ∀ i, X i → ℝ} (hq : ∀ i, IsPosProb (q i)) :
    (∀ q' : ∀ i, X i → ℝ, (∀ i, IsPosProb (q' i)) →
      relEntropy p (productProposal q) ≤ relEntropy p (productProposal q'))
      ↔ ∀ i, q i = siteMarginal p i := by
  have hm := siteMarginal_isPosProb hp
  constructor
  · intro h i
    -- compare with the marginals: the total excess must vanish
    have h1 := h _ hm
    rw [relEntropy_productProposal hp hq] at h1
    have h2 := Finset.single_le_sum
      (fun j _ => (gibbs_inequality (hm j) (hq j)).1) (Finset.mem_univ i)
    have h3 := gibbs_inequality (hm i) (hq i)
    exact h3.2.mp (le_antisymm (by linarith) h3.1)
  · intro h q' hq'
    rw [show q = siteMarginal p from funext h, relEntropy_productProposal hp hq']
    have h1 : 0 ≤ ∑ i, relEntropy (siteMarginal p i) (q' i) :=
      Finset.sum_nonneg fun i _ => (gibbs_inequality (hm i) (hq' i)).1
    linarith

end ManyCoordinates

section TwoCoordinates

variable {X Y : Type*} [Fintype X] [Fintype Y]

/-- The proposal `q(x) r(y)` on pairs. -/
def pairProposal (q : X → ℝ) (r : Y → ℝ) (z : X × Y) : ℝ := q z.1 * r z.2

/-- Pythagorean identity for a positive target and a proposal with two independent positive factors.
-/
theorem relEntropy_pairProposal [DecidableEq X] [DecidableEq Y] {p : X × Y → ℝ}
    (hp : IsPosProb p) {q : X → ℝ} {r : Y → ℝ} (hq : IsPosProb q) (hr : IsPosProb r) :
    relEntropy p (pairProposal q r)
      = relEntropy p (pairProposal (marginal Prod.fst p) (marginal Prod.snd p))
        + relEntropy (marginal Prod.fst p) q + relEntropy (marginal Prod.snd p) r := by
  obtain ⟨z₀⟩ := hp.nonempty
  have hX := marginal_isPosProb (c := Prod.fst) (fun x => ⟨(x, z₀.2), rfl⟩) hp
  have hY := marginal_isPosProb (c := Prod.snd) (fun y => ⟨(z₀.1, y), rfl⟩) hp
  have h1 : relEntropy (marginal Prod.fst p) q
      = ∑ z, p z * Real.log (marginal Prod.fst p z.1 / q z.1) :=
    sum_marginal_mul Prod.fst p (fun a => Real.log (marginal Prod.fst p a / q a))
  have h2 : relEntropy (marginal Prod.snd p) r
      = ∑ z, p z * Real.log (marginal Prod.snd p z.2 / r z.2) :=
    sum_marginal_mul Prod.snd p (fun a => Real.log (marginal Prod.snd p a / r a))
  rw [h1, h2]
  unfold relEntropy pairProposal
  rw [← Finset.sum_add_distrib, ← Finset.sum_add_distrib]
  refine Finset.sum_congr rfl fun z _ => ?_
  have a := (hp.pos z).ne'
  have b := (hq.pos z.1).ne'
  have c := (hr.pos z.2).ne'
  have d := (hX.pos z.1).ne'
  have e := (hY.pos z.2).ne'
  rw [Real.log_div a (mul_ne_zero b c), Real.log_div a (mul_ne_zero d e),
    Real.log_mul b c, Real.log_mul d e, Real.log_div d b, Real.log_div e c]
  ring

/-- Among positive proposals `q(x) r(y)`, the relative entropy from `p` is minimized exactly
when `q` and `r` are the two marginals of `p`. -/
theorem pairProposal_optimal_iff {p : X × Y → ℝ} (hp : IsPosProb p)
    {q : X → ℝ} {r : Y → ℝ} (hq : IsPosProb q) (hr : IsPosProb r) :
    (∀ (q' : X → ℝ) (r' : Y → ℝ), IsPosProb q' → IsPosProb r' →
      relEntropy p (pairProposal q r) ≤ relEntropy p (pairProposal q' r'))
      ↔ (q = fun x => ∑ y, p (x, y)) ∧ (r = fun y => ∑ x, p (x, y)) := by
  classical
  obtain ⟨z₀⟩ := hp.nonempty
  have hX := marginal_isPosProb (c := Prod.fst) (fun x => ⟨(x, z₀.2), rfl⟩) hp
  have hY := marginal_isPosProb (c := Prod.snd) (fun y => ⟨(z₀.1, y), rfl⟩) hp
  have eX : (fun x => ∑ y, p (x, y)) = marginal Prod.fst p := by
    funext x
    simp only [marginal, Fintype.sum_prod_type]
    rw [Finset.sum_comm]
    simp
  have eY : (fun y => ∑ x, p (x, y)) = marginal Prod.snd p := by
    funext y
    simp [marginal, Fintype.sum_prod_type]
  rw [eX, eY]
  constructor
  · intro h
    have h1 := h _ _ hX hY
    rw [relEntropy_pairProposal hp hq hr] at h1
    have gX := gibbs_inequality hX hq
    have gY := gibbs_inequality hY hr
    exact ⟨gX.2.mp (by linarith [gX.1, gY.1]), gY.2.mp (by linarith [gX.1, gY.1])⟩
  · rintro ⟨h1, h2⟩ q' r' hq' hr'
    rw [h1, h2, relEntropy_pairProposal hp hq' hr']
    linarith [(gibbs_inequality hX hq').1, (gibbs_inequality hY hr').1]

end TwoCoordinates

end

end CrossEntropyProductProposal
```

```lean
#print axioms CrossEntropyProductProposal.relEntropy_productProposal
#print axioms CrossEntropyProductProposal.productProposal_optimal_iff
#print axioms CrossEntropyProductProposal.pairProposal_optimal_iff
```

```
'CrossEntropyProductProposal.relEntropy_productProposal' depends on axioms: [propext, Classical.choice, Quot.sound]
'CrossEntropyProductProposal.productProposal_optimal_iff' depends on axioms: [propext, Classical.choice, Quot.sound]
'CrossEntropyProductProposal.pairProposal_optimal_iff' depends on axioms: [propext, Classical.choice, Quot.sound]
```

## What the theorems say about proposals

In `pairProposal_optimal_iff`, `X` and `Y` are finite types, `p` is the target on pairs, and `pairProposal q r` is the independent proposal. `IsPosProb` means that all weights are positive and sum to one. The left side of the equivalence compares `q`, `r` with every admissible pair `q'`, `r'`; the right side gives the marginals as explicit sums.

`productProposal_optimal_iff` says the same for coordinates indexed by a finite type `ι`, each with its own finite alphabet `X i`. There `siteMarginal p i` is the distribution of coordinate `i` under `p`.

Positivity of the target stands for a system in which every configuration can occur, such as a Boltzmann distribution with finite energies at positive temperature. Hard constraints and continuous variables are not covered. In simulation practice, for such finite discrete systems, the result identifies the best independent-site proposal by this criterion; it makes no statement about the variance of importance weights, or about \(D(qr\|p)\), with the arguments reversed.

## How the proof follows the calculation

`gibbs_inequality` contains the first step: `key` is the strict pointwise bound, and `Finset.sum_lt_sum` carries it to the sum when `q` and `p` differ somewhere.

`marginal c p` is the distribution of an observable `c`, and `sum_marginal_mul` computes averages from it by exchanging two sums. `marginal_isPosProb` needs `c` to take every value. For a coordinate this holds because a configuration exists and any one of its entries can be changed.

`relEntropy_pairProposal` and `relEntropy_productProposal` are the splitting identities: the logarithms are expanded term by term, and `ring` collects them.

In both optimality theorems, the forward direction uses the marginals as competitor, which forces the excess to be at most zero. Each nonnegative part of it then vanishes, and the equality case of Gibbs' inequality identifies the factor. With many coordinates, `Finset.single_le_sum` bounds one part by the whole sum. The converse inserts the marginals and uses nonnegativity of the competitor's excess.
